# With Hardy's settings, the state $a|00\rangle-b|11\rangle$ gives a Hardy probability of at most $(5\sqrt5-11)/2$

In a Hardy test on two qubits, three joint outcomes have probability zero. In a local model a fourth would then be impossible too, yet quantum mechanics can give it a positive probability. How large this probability is depends on the entanglement of the state. With the settings below, which are adapted to each state, it is largest when the two Schmidt amplitudes are about 0.907 and 0.421, where it is about 9.0%. A simulation of that state with these settings and no noise should reproduce this number up to sampling error.

Throughout, $a,b\ge0$ and $a^2+b^2=1$, unless a part says otherwise.

```lean
import Mathlib

open Matrix

namespace HardyNonlocality

noncomputable section
```

The state is stored as its real matrix of amplitudes $\psi_{ij}$, with $i,j\in\{0,1\}$, in the product basis.

```lean
/-- Amplitude matrix of the two-qubit state `a|00⟩ - b|11⟩`. -/
def schmidtState (a b : ℝ) : Matrix (Fin 2) (Fin 2) ℝ := !![a, 0; 0, -b]
```

It is a product state when $\psi_{ij}=x_iy_j$ for some real vectors $x$ and $y$.

```lean
/-- A two-qubit state is a product state if its amplitudes factorise. -/
def IsProduct (ψ : Matrix (Fin 2) (Fin 2) ℝ) : Prop :=
  ∃ x y : Fin 2 → ℝ, ∀ i j, ψ i j = x i * y j
```

The probability of finding the qubits along real directions $u$ and $v$ is the Born rule, with the norms divided out:
$$P(u,v)=\frac{(u^{T}\psi v)^2}{(u\cdot u)(v\cdot v)}.$$

```lean
/-- Born probability of finding the two qubits along `u` and `v`, which need not be normalised. -/
def jointProb (ψ : Matrix (Fin 2) (Fin 2) ℝ) (u v : Fin 2 → ℝ) : ℝ :=
  (u ⬝ᵥ ψ *ᵥ v) ^ 2 / ((u ⬝ᵥ u) * (v ⬝ᵥ v))
```

Both parties choose between two measurements, U and D. The normalised outcome vectors are
$$\frac{(\sqrt b,\sqrt a)}{\sqrt{a+b}},\qquad \frac{(\sqrt a,-\sqrt b)}{\sqrt{a+b}},\qquad \frac{(b\sqrt b,-a\sqrt a)}{\sqrt{a^3+b^3}}$$
for "U yes", "U no" and "D yes". The code keeps only the numerators. "D no" is the direction orthogonal to "D yes" and is not needed.

```lean
/-- The outcome "yes" of the measurement U. -/
def uYes (a b : ℝ) : Fin 2 → ℝ := ![√b, √a]

/-- The outcome "no" of the measurement U. -/
def uNo (a b : ℝ) : Fin 2 → ℝ := ![√a, -√b]

/-- The outcome "yes" of the measurement D. -/
def dYes (a b : ℝ) : Fin 2 → ℝ := ![b * √b, -(a * √a)]
```

Hardy's probability is that of "yes" on both sides when both parties measure D.

```lean
/-- Hardy's probability: both parties measure D and both find "yes". -/
def hardyProb (a b : ℝ) : ℝ := jointProb (schmidtState a b) (dYes a b) (dYes a b)
```

## (a) The joint amplitude along two directions

**Task.** Compute $u^{T}\psi v$ for arbitrary real $a$, $b$, $u$ and $v$.

**Solution.** The matrix is diagonal with entries $a$ and $-b$, so $u^{T}\psi v=a\,u_0v_0-b\,u_1v_1$. In Lean, `simp` expands the sums and `ring` tidies the result.

```lean
/-- The joint amplitude of the state `a|00⟩ - b|11⟩` along two real directions. -/
theorem amplitude_eq (a b : ℝ) (u v : Fin 2 → ℝ) :
    u ⬝ᵥ schmidtState a b *ᵥ v = a * u 0 * v 0 - b * u 1 * v 1 := by
  simp [schmidtState, dotProduct, Matrix.mulVec, Fin.sum_univ_two]
  ring
```

## (b) Three events that never occur

**Task.** For $a,b\ge0$, show that the two U outcomes are orthogonal, and that the amplitudes for (U yes, U yes), (D yes, U no) and (U no, D yes) vanish.

**Solution.** Orthogonality is $\sqrt b\sqrt a-\sqrt a\sqrt b=0$. By (a), the first two amplitudes are
$$a\sqrt b\sqrt b-b\sqrt a\sqrt a=ab-ba=0,$$
$$a(b\sqrt b)\sqrt a-b(-a\sqrt a)(-\sqrt b)=ab\sqrt{ab}-ab\sqrt{ab}=0,$$
and the third follows by exchanging the parties. Normalisation of the state plays no role. Only the first amplitude needs $(\sqrt a)^2=a$ and $(\sqrt b)^2=b$, which are `sa` and `sb` in the code.

```lean
/-- Hardy's conditions: the two outcomes of U are orthogonal, and the joint amplitudes for
(U yes, U yes), (D yes, U no) and (U no, D yes) vanish. -/
theorem hardy_conditions {a b : ℝ} (ha : 0 ≤ a) (hb : 0 ≤ b) :
    uYes a b ⬝ᵥ uNo a b = 0 ∧
    uYes a b ⬝ᵥ schmidtState a b *ᵥ uYes a b = 0 ∧
    dYes a b ⬝ᵥ schmidtState a b *ᵥ uNo a b = 0 ∧
    uNo a b ⬝ᵥ schmidtState a b *ᵥ dYes a b = 0 := by
  have sa := Real.sq_sqrt ha
  have sb := Real.sq_sqrt hb
  refine ⟨?_, ?_, ?_, ?_⟩
  · rw [dotProduct, Fin.sum_univ_two]
    change √b * √a + √a * -√b = 0
    ring
  · rw [amplitude_eq]
    change a * √b * √b - b * √a * √a = 0
    linear_combination a * sb - b * sa
  · rw [amplitude_eq]
    change a * (b * √b) * √a - b * -(a * √a) * -√b = 0
    ring
  · rw [amplitude_eq]
    change a * √a * (b * √b) - b * -√b * -(a * √a) = 0
    ring
```

## (c) Hardy's probability in closed form

**Task.** Show that Hardy's probability is $\left(\dfrac{ab(a-b)}{1-ab}\right)^2$.

**Solution.** Along the unnormalised D vector the amplitude is
$$ab^3-ba^3=-ab(a-b)(a+b),$$
and the squared norm of that vector is
$$b^3+a^3=(a+b)(a^2-ab+b^2)=(a+b)(1-ab).$$
Here $a+b>0$, since both amplitudes cannot vanish, and $1-ab>0$, since $2ab\le a^2+b^2=1$. The factor $a+b$ cancels, which leaves the normalised amplitude $-ab(a-b)/(1-ab)$, and its square is the claim. The steps `hamp` and `hnorm` are the two displayed lines.

```lean
/-- For normalised Schmidt amplitudes, Hardy's probability is `(ab(a-b)/(1-ab))²`. -/
theorem hardyProb_eq {a b : ℝ} (ha : 0 ≤ a) (hb : 0 ≤ b) (hn : a ^ 2 + b ^ 2 = 1) :
    hardyProb a b = (a * b * (a - b) / (1 - a * b)) ^ 2 := by
  have sa := Real.sq_sqrt ha
  have sb := Real.sq_sqrt hb
  have h1 : 0 < 1 - a * b := by nlinarith [sq_nonneg (a - b)]
  have h2 : 0 < a + b := by
    by_contra h
    have h' := not_lt.mp h
    have e1 : a = 0 := by linarith
    have e2 : b = 0 := by linarith
    rw [e1, e2] at hn
    norm_num at hn
  -- the amplitude and the squared norm share the factor a + b
  have hamp : dYes a b ⬝ᵥ schmidtState a b *ᵥ dYes a b = -(a * b * (a - b)) * (a + b) := by
    rw [amplitude_eq]
    change a * (b * √b) * (b * √b) - b * -(a * √a) * -(a * √a) = _
    linear_combination a * b ^ 2 * sb - b * a ^ 2 * sa
  have hnorm : dYes a b ⬝ᵥ dYes a b = (a + b) * (1 - a * b) := by
    rw [dotProduct, Fin.sum_univ_two]
    change b * √b * (b * √b) + -(a * √a) * -(a * √a) = _
    linear_combination b ^ 2 * sb + a ^ 2 * sa + (a + b) * hn
  have hN : (a + b) * (1 - a * b) ≠ 0 := (mul_pos h2 h1).ne'
  rw [hardyProb, jointProb, hamp, hnorm, div_pow,
    div_eq_div_iff (mul_ne_zero hN hN) (pow_ne_zero 2 h1.ne')]
  ring
```

## (d) When the state factorises

**Task.** For any real $a$ and $b$, show that $\psi$ is a product state exactly when $ab=0$.

**Solution.** If $\psi_{ij}=x_iy_j$, then
$$-ab=\psi_{00}\psi_{11}=(x_0y_1)(x_1y_0)=\psi_{01}\psi_{10}=0.$$
Conversely, if $a=0$ take $x=(0,1)$ and $y=(0,-b)$; if $b=0$ take $x=(1,0)$ and $y=(a,0)$. The Lean proof uses the same vectors and checks the four entries one by one.

```lean
/-- The state `a|00⟩ - b|11⟩` is a product state exactly when `ab = 0`. -/
theorem isProduct_iff (a b : ℝ) : IsProduct (schmidtState a b) ↔ a * b = 0 := by
  constructor
  · rintro ⟨x, y, h⟩
    have h00 : a = x 0 * y 0 := h 0 0
    have h01 : 0 = x 0 * y 1 := h 0 1
    have h11 : -b = x 1 * y 1 := h 1 1
    calc a * b = -(a * -b) := by ring
      _ = -((x 0 * y 1) * (x 1 * y 0)) := by rw [h11, h00]; ring
      _ = 0 := by rw [← h01]; ring
  · intro h
    rcases mul_eq_zero.mp h with h | h
    · refine ⟨![0, 1], ![0, -b], fun i j => ?_⟩
      fin_cases i <;> fin_cases j <;> simp [schmidtState, h]
    · refine ⟨![1, 0], ![a, 0], fun i j => ?_⟩
      fin_cases i <;> fin_cases j <;> simp [schmidtState, h]
```

## (e) The bound, its equality case and the zeros

**Task.** Show that Hardy's probability is at most $(5\sqrt5-11)/2$, with equality exactly when $ab=(3-\sqrt5)/2$, and that it vanishes exactly for product states and for $a=b$.

**Solution.** Put $t=ab$. Since $(a-b)^2=1-2t$, the probability is
$$p(t)=\frac{t^2(1-2t)}{(1-t)^2}.$$
Setting $p'(t)=0$ for $t>0$ gives $t^2-3t+1=0$, whose root in $[0,\tfrac12]$ is $t_0=(3-\sqrt5)/2$. With the value there as the candidate bound, expanding both sides confirms
$$\frac{5\sqrt5-11}{2}-p(t)=\frac{(t-t_0)^2\left(2t+\frac{\sqrt5-1}{2}\right)}{(1-t)^2}.$$
The right side is nonnegative. Its second factor and its denominator are positive, so it vanishes only at $t=t_0$. By (c), the probability is zero exactly when $ab=0$ or $a=b$, and by (d) the first case is that of product states.

The theorem covers only this family of states with the settings tied to $a$ and $b$. Whether other settings that satisfy the three zero conditions could give a larger probability is not treated here.

The proof turns on the identity `key`, and this is closed by the tactic `linear_combination`. The tactic `ring` treats $\sqrt5$ as an unknown $s$ and does not know that $s^2=5$. As polynomials in $t$ and $s$, the two sides of the identity, cleared of denominators, differ by
$$-\left(t+\frac{s-7}{8}\right)(s^2-5).$$
The proof supplies the first factor as the coefficient of `hs`, which states $s^2=5$, and `ring` then only has to confirm a polynomial identity. The square roots and the normalisation in (c) are handled in the same way.

```lean
/-- For normalised Schmidt amplitudes `a, b ≥ 0`, Hardy's probability is at most `(5√5 - 11)/2`,
with equality exactly at `ab = (3 - √5)/2`; it vanishes exactly for product states and for `a = b`.
-/
theorem hardyProb_bound {a b : ℝ} (ha : 0 ≤ a) (hb : 0 ≤ b) (hn : a ^ 2 + b ^ 2 = 1) :
    hardyProb a b ≤ (5 * √5 - 11) / 2 ∧
    (hardyProb a b = (5 * √5 - 11) / 2 ↔ a * b = (3 - √5) / 2) ∧
    (hardyProb a b = 0 ↔ IsProduct (schmidtState a b) ∨ a = b) := by
  have hs : √(5 : ℝ) ^ 2 = 5 := Real.sq_sqrt (by norm_num)
  have hs0 : 0 ≤ √(5 : ℝ) := Real.sqrt_nonneg 5
  have hs2 : 2 ≤ √(5 : ℝ) := by nlinarith
  have h1 : 0 < 1 - a * b := by nlinarith [sq_nonneg (a - b)]
  have hne : (1 - a * b) ^ 2 ≠ 0 := pow_ne_zero 2 h1.ne'
  have hc : 0 < 2 * (a * b) + (√5 - 1) / 2 := by
    have := mul_nonneg ha hb
    linarith
  -- the gap to the bound has a double root at the optimal entanglement
  have key : (5 * √5 - 11) / 2 - hardyProb a b =
      (a * b - (3 - √5) / 2) ^ 2 * (2 * (a * b) + (√5 - 1) / 2) / (1 - a * b) ^ 2 := by
    have e : (a * b * (a - b)) ^ 2 = (a * b) ^ 2 * (1 - 2 * (a * b)) := by
      linear_combination (a * b) ^ 2 * hn
    rw [hardyProb_eq ha hb hn, div_pow, e, eq_div_iff hne, sub_mul, div_mul_cancel₀ _ hne]
    linear_combination (-(a * b + (√5 - 7) / 8)) * hs
  refine ⟨?_, ⟨fun h => ?_, fun h => ?_⟩, ?_⟩
  · have := div_nonneg (mul_nonneg (sq_nonneg (a * b - (3 - √5) / 2)) hc.le)
      (sq_nonneg (1 - a * b))
    linarith
  · rw [h, sub_self] at key
    rcases div_eq_zero_iff.mp key.symm with h | h
    · rcases mul_eq_zero.mp h with h | h
      · exact sub_eq_zero.mp ((pow_eq_zero_iff two_ne_zero).mp h)
      · exact absurd h hc.ne'
    · exact absurd h hne
  · rw [sub_eq_zero.mpr h, zero_pow two_ne_zero, zero_mul, zero_div] at key
    linarith
  · rw [hardyProb_eq ha hb hn, pow_eq_zero_iff two_ne_zero, div_eq_zero_iff,
      or_iff_left h1.ne', mul_eq_zero, sub_eq_zero, isProduct_iff]
```

## (f) Amplitudes that attain the bound

**Task.** Find normalised $a\ge b\ge0$ with $ab=(3-\sqrt5)/2$.

**Solution.** The sum and the difference follow from
$$(a+b)^2=1+2ab=4-\sqrt5,\qquad (a-b)^2=1-2ab=\sqrt5-2.$$
Hence
$$a=\frac{\sqrt{4-\sqrt5}+\sqrt{\sqrt5-2}}2,\qquad b=\frac{\sqrt{4-\sqrt5}-\sqrt{\sqrt5-2}}2.$$

```lean
/-- The larger Schmidt amplitude of the optimal state. -/
def aOpt : ℝ := (√(4 - √5) + √(√5 - 2)) / 2

/-- The smaller Schmidt amplitude of the optimal state. -/
def bOpt : ℝ := (√(4 - √5) - √(√5 - 2)) / 2
```

Since $\sqrt5\le3$, we have $\sqrt5-2\le4-\sqrt5$, so $b\ge0$. Lean checks this, the normalisation and the product $ab$, and then applies the equality case of (e).

```lean
/-- The amplitudes `aOpt` and `bOpt` are nonnegative and normalised, and they attain the
probability `(5√5 - 11)/2`. -/
theorem hardyProb_optimal :
    0 ≤ aOpt ∧ 0 ≤ bOpt ∧ aOpt ^ 2 + bOpt ^ 2 = 1 ∧
    hardyProb aOpt bOpt = (5 * √5 - 11) / 2 := by
  have hs : √(5 : ℝ) ^ 2 = 5 := Real.sq_sqrt (by norm_num)
  have hs0 : 0 ≤ √(5 : ℝ) := Real.sqrt_nonneg 5
  have hs2 : 2 ≤ √(5 : ℝ) := by nlinarith
  have hs3 : √(5 : ℝ) ≤ 3 := by nlinarith
  have hx : √(4 - √5) ^ 2 = 4 - √5 := Real.sq_sqrt (by linarith)
  have hy : √(√5 - 2) ^ 2 = √5 - 2 := Real.sq_sqrt (by linarith)
  have hyx : √(√5 - 2) ≤ √(4 - √5) := Real.sqrt_le_sqrt (by linarith)
  have ha : 0 ≤ aOpt := by unfold aOpt; positivity
  have hb : 0 ≤ bOpt := by unfold bOpt; linarith
  have hn : aOpt ^ 2 + bOpt ^ 2 = 1 := by
    unfold aOpt bOpt
    linear_combination (hx + hy) / 2
  refine ⟨ha, hb, hn, (hardyProb_bound ha hb hn).2.1.mpr ?_⟩
  unfold aOpt bOpt
  linear_combination (hx - hy) / 4
```

## (g) What a local model must obey

**Task.** Let a hidden variable $l$ from a finite set have weight $w_l\ge0$ and fix every answer of both parties. Show that
$$P(D,D)\le P(U,U)+P(D,\neg U)+P(\neg U,D),$$
where a letter means "yes" to that measurement, $\neg$ means "no", and the first party comes first.

**Solution.** Take an $l$ for which both D answers are "yes". If both U answers are "yes", $l$ counts in the first term on the right. If the second party's U answer is "no", it counts in the second term; if the first party's is "no", in the third. So each weight on the left also appears on the right, and summing over $l$ gives the claim.

In the code `true` is "yes". Locality lies in the types: `U₁` and `D₁` depend on $l$ alone, not on the other party's choice of measurement, and the same `w` serves all settings, so the choice of setting is independent of $l$. The weights need not sum to one.

```lean
/-- Joint probability in a local hidden-variable model: the variable `l` has weight `w l` and
fixes the answers `A l` and `B l` of the two parties. -/
def localProb {L : Type*} [Fintype L] (w : L → ℝ) (A B : L → Bool) (x y : Bool) : ℝ :=
  ∑ l, if A l = x ∧ B l = y then w l else 0
```

Lean compares the sums term by term and runs through the sixteen combinations of answers.

```lean
/-- In every finite local hidden-variable model, the probability of (D yes, D yes) is at most the
sum of those of (U yes, U yes), (D yes, U no) and (U no, D yes). -/
theorem local_inequality {L : Type*} [Fintype L] (w : L → ℝ) (hw : ∀ l, 0 ≤ w l)
    (U₁ D₁ U₂ D₂ : L → Bool) :
    localProb w D₁ D₂ true true ≤ localProb w U₁ U₂ true true +
      localProb w D₁ U₂ true false + localProb w U₁ D₂ false true := by
  unfold localProb
  rw [← Finset.sum_add_distrib, ← Finset.sum_add_distrib]
  refine Finset.sum_le_sum fun l _ => ?_
  have h := hw l
  cases U₁ l <;> cases D₁ l <;> cases U₂ l <;> cases D₂ l <;> simp <;> linarith
```

The hidden variable could also be a point of a general probability space, with measurable answers. The sums would become probabilities of events and the case check an inclusion of events, which would bring in continuous hidden variables at the price of measurability hypotheses.

## (h) No finite local model fits

**Task.** For $a,b>0$ with $a\ne b$, show that no model as in (g) reproduces the four quantum probabilities.

**Solution.** By (b), the three quantum probabilities on the right of the inequality are zero. A model that matched all four would therefore force Hardy's probability to be at most zero. It is a square, so it would equal zero, and by (e) the state would be a product or $a=b$. Both are excluded, the first by (d). The Lean proof takes these steps in the same order.

The theorem thus rules out finite models with predetermined answers. It says nothing about the maximally entangled state $a=b$, for which these settings give no contradiction.

```lean
/-- Hardy's theorem: for `a, b > 0` with `a ≠ b`, no finite local hidden-variable model
reproduces the four joint probabilities of the state `a|00⟩ - b|11⟩`. -/
theorem hardy_nonlocality {a b : ℝ} (ha : 0 < a) (hb : 0 < b) (hn : a ^ 2 + b ^ 2 = 1)
    (hab : a ≠ b) {L : Type*} [Fintype L] (w : L → ℝ) (hw : ∀ l, 0 ≤ w l)
    (U₁ D₁ U₂ D₂ : L → Bool) :
    ¬ (localProb w U₁ U₂ true true = jointProb (schmidtState a b) (uYes a b) (uYes a b) ∧
      localProb w D₁ U₂ true false = jointProb (schmidtState a b) (dYes a b) (uNo a b) ∧
      localProb w U₁ D₂ false true = jointProb (schmidtState a b) (uNo a b) (dYes a b) ∧
      localProb w D₁ D₂ true true = hardyProb a b) := by
  rintro ⟨h1, h2, h3, h4⟩
  obtain ⟨-, c1, c2, c3⟩ := hardy_conditions ha.le hb.le
  have hL := local_inequality w hw U₁ D₁ U₂ D₂
  -- the three forbidden events leave no room for the fourth
  rw [h1, h2, h3, h4, jointProb, jointProb, jointProb, c1, c2, c3,
    zero_pow two_ne_zero, zero_div, zero_div, zero_div] at hL
  have hpos : 0 ≤ hardyProb a b := by
    rw [hardyProb_eq ha.le hb.le hn]
    exact sq_nonneg _
  have h0 : hardyProb a b = 0 := by linarith
  rcases (hardyProb_bound ha.le hb.le hn).2.2.mp h0 with h | h
  · exact (mul_pos ha hb).ne' ((isProduct_iff a b).mp h)
  · exact hab h

end

end HardyNonlocality
```

```lean
#print axioms HardyNonlocality.hardyProb_bound
-- 'HardyNonlocality.hardyProb_bound' depends on axioms: [propext, Classical.choice, Quot.sound]
#print axioms HardyNonlocality.hardyProb_optimal
-- 'HardyNonlocality.hardyProb_optimal' depends on axioms: [propext, Classical.choice, Quot.sound]
#print axioms HardyNonlocality.hardy_nonlocality
-- 'HardyNonlocality.hardy_nonlocality' depends on axioms: [propext, Classical.choice, Quot.sound]
```
